# The local energy at a simple node of exp(J)D in one dimension, with J and D of class C³ and a continuous potential, is bounded exactly when D″ + 2J′D′ = 0 there

An electron on a line is described by a trial wave function $\psi$ that changes sign at a point $c$. In atomic units its local energy is

$$E_L(x) = -\frac12\,\frac{\psi''(x)}{\psi(x)} + V(x).$$

For an exact eigenfunction with energy $E$, the Schrödinger equation gives $\psi'' = 2(V-E)\psi$. So $E_L = E$ wherever $\psi \ne 0$, and $\psi''$ vanishes at a node where $V$ is finite. For a trial function the denominator vanishes at $c$, but the numerator need not. Suppose $\psi = e^{J}D$, where $D$ has a simple node at $c$, meaning $D(c) = 0$ and $D'(c) \ne 0$, and the positive Jastrow factor $e^{J}$ leaves it in place. Which $J$ keep $E_L$ bounded near $c$, if $J$ and $D$ are three times continuously differentiable there and $V$ is continuous at $c$?

## The energy, the wave function and boundedness

```lean
import Mathlib

open Filter Topology

namespace LocalEnergyAtNodes

noncomputable section
```

The first line loads the mathematical library Mathlib. The `open` line gives access to its notation for limits and neighbourhoods.

```lean
/-- The local energy `-(1/2) ψ''/ψ + V` of a wave function `ψ` on the line, in atomic units. -/
def localEnergy (V ψ : ℝ → ℝ) (x : ℝ) : ℝ :=
  -(1 / 2) * (deriv (deriv ψ) x / ψ x) + V x
```

This is $E_L$ for real functions $V$ and $\psi$; `deriv (deriv ψ) x` is $\psi''(x)$. Lean sets a quotient with denominator zero to zero, but the value at the node will play no role.

```lean
/-- The wave function `exp(J) D`: a nodal factor `D` times a positive Jastrow factor. -/
def jastrowWave (J D : ℝ → ℝ) : ℝ → ℝ := fun x => Real.exp (J x) * D x
```

Here $\psi(x) = e^{J(x)}D(x)$, written as a function of $x$.

```lean
/-- The function `f` is bounded on some punctured neighbourhood of `c`. -/
def BoundedNear (f : ℝ → ℝ) (c : ℝ) : Prop :=
  ∃ M : ℝ, ∀ᶠ x in 𝓝[≠] c, |f x| ≤ M
```

`𝓝[≠] c` stands for the punctured neighbourhoods of $c$, and `∀ᶠ` means "for all $x$ close enough". So $f$ is bounded near $c$ if some number $M$ satisfies $|f(x)| \le M$ for all $x \ne c$ sufficiently close to $c$.

## Differentiating the product

```lean
/-- If `f` is `C^n` at `c` and `m + 1 ≤ n`, then `f'` is `C^m` at `c`. -/
theorem contDiffAt_deriv {f : ℝ → ℝ} {c : ℝ} {m n : WithTop ℕ∞}
    (hf : ContDiffAt ℝ n f c) (h : m + 1 ≤ n) : ContDiffAt ℝ m (deriv f) c := by
  have h1 : ContDiffAt ℝ m (fun x => fderiv ℝ f x 1) c :=
    (hf.fderiv_right h).clm_apply contDiffAt_const
  exact h1
```

A theorem in Lean lists its hypotheses, then the claim after a colon, then the proof after `:=`. `ContDiffAt ℝ n f c` says that $f$ is $C^n$ at $c$; for finite $n$ this means $C^n$ on a neighbourhood. The lemma says that $f'$ is $C^m$ at $c$ whenever $m+1 \le n$. Its proof obtains $f'$ by applying Mathlib's general derivative, a linear map, to the number 1.

```lean
/-- The first derivative of `exp(J) D` is `exp(J) (J' D + D')`. -/
theorem hasDerivAt_jastrowWave {J D : ℝ → ℝ} {x : ℝ}
    (hJ : DifferentiableAt ℝ J x) (hD : DifferentiableAt ℝ D x) :
    HasDerivAt (jastrowWave J D)
      (Real.exp (J x) * (deriv J x * D x + deriv D x)) x := by
  have h := hJ.hasDerivAt.exp.fun_mul hD.hasDerivAt
  exact h.congr_deriv (by ring)
```

This is the product rule with the chain rule for the exponential:

$$\psi' = e^{J}J'D + e^{J}D' = e^{J}(J'D + D').$$

`HasDerivAt` states that the derivative exists and has this value, and `ring` does the algebra.

```lean
/-- The second derivative of `exp(J) D` is `exp(J) (D'' + 2 J' D' + (J'' + J'²) D)`. -/
theorem deriv_deriv_jastrowWave {J D : ℝ → ℝ} {c : ℝ}
    (hJ : ContDiffAt ℝ 2 J c) (hD : ContDiffAt ℝ 2 D c) :
    deriv (deriv (jastrowWave J D)) c =
      Real.exp (J c) * (deriv (deriv D) c + 2 * deriv J c * deriv D c
        + (deriv (deriv J) c + deriv J c ^ 2) * D c) := by
  -- the first derivative is known on a whole neighbourhood, so it can be differentiated again
  have hev : deriv (jastrowWave J D) =ᶠ[𝓝 c]
      fun x => Real.exp (J x) * (deriv J x * D x + deriv D x) := by
    filter_upwards [hJ.eventually (by simp), hD.eventually (by simp)] with x h1 h2
    exact (hasDerivAt_jastrowWave (h1.differentiableAt (by norm_num))
      (h2.differentiableAt (by norm_num))).deriv
  have hJ0 := (hJ.differentiableAt (by norm_num)).hasDerivAt
  have hD0 := (hD.differentiableAt (by norm_num)).hasDerivAt
  have hJ1 := ((contDiffAt_deriv hJ one_add_one_eq_two.le).differentiableAt
    (by simp)).hasDerivAt
  have hD1 := ((contDiffAt_deriv hD one_add_one_eq_two.le).differentiableAt
    (by simp)).hasDerivAt
  rw [hev.deriv_eq, (hJ0.exp.fun_mul ((hJ1.fun_mul hD0).fun_add hD1)).deriv]
  ring
```

Differentiating once more gives

$$\psi'' = e^{J}\left[J'(J'D + D') + J''D + J'D' + D''\right] = e^{J}\left[D'' + 2J'D' + (J'' + J'^2)D\right].$$

A second derivative at $c$ requires the first derivative around $c$, not just at the point. The step `hev` therefore establishes the formula for $\psi'$ on a whole neighbourhood before it is differentiated again.

## Two behaviours at a simple node

```lean
/-- If `V` is continuous and `ψ` is `C^3` at a simple node `c` where `ψ''` vanishes, the local
energy tends to the finite value `-(1/2) ψ'''(c)/ψ'(c) + V(c)`. -/
theorem localEnergy_tendsto {V ψ : ℝ → ℝ} {c : ℝ} (hV : ContinuousAt V c)
    (hψ : ContDiffAt ℝ 3 ψ c) (hnode : ψ c = 0) (hslope : deriv ψ c ≠ 0)
    (hcurv : deriv (deriv ψ) c = 0) :
    Tendsto (localEnergy V ψ) (𝓝[≠] c)
      (𝓝 (-(1 / 2) * (deriv (deriv (deriv ψ)) c / deriv ψ c) + V c)) := by
  have hd2 : ContDiffAt ℝ 1 (deriv (deriv ψ)) c :=
    contDiffAt_deriv (contDiffAt_deriv hψ two_add_one_eq_three.le) one_add_one_eq_two.le
  have h2 := hasDerivAt_iff_tendsto_slope.1 (hd2.differentiableAt (by simp)).hasDerivAt
  have h0 := hasDerivAt_iff_tendsto_slope.1 (hψ.differentiableAt (by norm_num)).hasDerivAt
  have hlim := ((h2.div h0 hslope).const_mul (-(1 / 2))).add
    (hV.tendsto.mono_left nhdsWithin_le_nhds)
  -- both numerator and denominator vanish at the node: compare their difference quotients
  refine hlim.congr' ?_
  filter_upwards [self_mem_nhdsWithin] with x hx
  have hxc : x - c ≠ 0 := sub_ne_zero.2 hx
  simp only [Pi.div_apply, slope_def_field, hcurv, hnode, sub_zero, localEnergy]
  rw [div_div_div_cancel_right₀ hxc]
```

The hypotheses say that $V$ is continuous at $c$, $\psi$ is $C^3$ there, $\psi(c) = 0$, $\psi'(c) \ne 0$ and $\psi''(c) = 0$. `Tendsto` expresses the limit as $x \to c$ with $x \ne c$. Since both $\psi''$ and $\psi$ vanish at $c$, for $x \neq c$

$$\frac{\psi''(x)}{\psi(x)} = \frac{\bigl(\psi''(x)-\psi''(c)\bigr)/(x-c)}{\bigl(\psi(x)-\psi(c)\bigr)/(x-c)} \longrightarrow \frac{\psi'''(c)}{\psi'(c)}.$$

Hence $E_L(x) \to -\frac12\,\psi'''(c)/\psi'(c) + V(c)$. In the proof, `h2` and `h0` are the limits of the upper and lower difference quotients, and `hlim` combines them with the potential. The last line cancels the common factor $x-c$.

```lean
/-- If `V` is continuous and `ψ` is `C^2` at a simple node where `ψ''` does not vanish, the absolute
value of the local energy tends to infinity. -/
theorem localEnergy_diverges {V ψ : ℝ → ℝ} {c : ℝ} (hV : ContinuousAt V c)
    (hψ : ContDiffAt ℝ 2 ψ c) (hnode : ψ c = 0) (hslope : deriv ψ c ≠ 0)
    (hcurv : deriv (deriv ψ) c ≠ 0) :
    Tendsto (fun x => |localEnergy V ψ x|) (𝓝[≠] c) atTop := by
  have hd2 : ContDiffAt ℝ 0 (deriv (deriv ψ)) c :=
    contDiffAt_deriv (contDiffAt_deriv hψ one_add_one_eq_two.le) (zero_add 1).le
  have hnum := (hd2.continuousAt.tendsto.mono_left
    (nhdsWithin_le_nhds (s := {c}ᶜ))).abs
  have hne : ∀ᶠ x in 𝓝[≠] c, ψ x ≠ 0 :=
    (hψ.differentiableAt (by norm_num)).hasDerivAt.eventually_ne hslope
  have hzero : Tendsto (fun x => |ψ x|) (𝓝[≠] c) (𝓝 0) := by
    have h := (hψ.continuousAt.tendsto.mono_left (nhdsWithin_le_nhds (s := {c}ᶜ))).abs
    rwa [hnode, abs_zero] at h
  have hpos : Tendsto (fun x => |ψ x|) (𝓝[≠] c) (𝓝[>] 0) :=
    tendsto_nhdsWithin_iff.2 ⟨hzero, hne.mono fun x hx => abs_pos.2 hx⟩
  have hinv : Tendsto (fun x => |ψ x|⁻¹) (𝓝[≠] c) atTop := hpos.inv_tendsto_nhdsGT_zero
  have hkin := (hnum.pos_mul_atTop (abs_pos.2 hcurv) hinv).const_mul_atTop
    (by norm_num : (0 : ℝ) < 1 / 2)
  have hpot := (hV.tendsto.mono_left (nhdsWithin_le_nhds (s := {c}ᶜ))).abs.neg
  -- the finite potential cannot compensate the diverging kinetic term
  refine tendsto_atTop_mono (fun x => ?_) (hkin.atTop_add hpot)
  have e : |-(1 / 2) * (deriv (deriv ψ) x / ψ x)|
      = 1 / 2 * (|deriv (deriv ψ) x| * |ψ x|⁻¹) := by
    rw [abs_mul, abs_div, abs_neg, abs_of_pos (by norm_num : (0 : ℝ) < 1 / 2),
      div_eq_mul_inv |deriv (deriv ψ) x|]
  have h := abs_sub_abs_le_abs_sub (-(1 / 2) * (deriv (deriv ψ) x / ψ x)) (-V x)
  rw [e, abs_neg, sub_neg_eq_add] at h
  unfold localEnergy
  linarith
```

Now $\psi''(c) \ne 0$, and $C^2$ smoothness is enough. By the triangle inequality

$$|E_L(x)| \ge \frac12\,\frac{|\psi''(x)|}{|\psi(x)|} - |V(x)|.$$

As $x \to c$, the numerator $|\psi''(x)|$ tends to $|\psi''(c)| > 0$. The denominator tends to zero through positive values, because a nonzero slope keeps $\psi$ away from zero at nearby points other than $c$. The first term therefore grows without bound, while $|V(x)|$ tends to $|V(c)|$. These facts are `hnum`, `hpos` and `hpot`; `hkin` is the divergence of the kinetic term, and `tendsto_atTop_mono` passes it through the inequality.

```lean
/-- If `V` is continuous and `ψ` is `C^3` at a simple node of `ψ`, the local energy is bounded near
it if and only if `ψ''` vanishes at the node. -/
theorem localEnergy_bounded_iff {V ψ : ℝ → ℝ} {c : ℝ} (hV : ContinuousAt V c)
    (hψ : ContDiffAt ℝ 3 ψ c) (hnode : ψ c = 0) (hslope : deriv ψ c ≠ 0) :
    BoundedNear (localEnergy V ψ) c ↔ deriv (deriv ψ) c = 0 := by
  constructor
  · rintro ⟨M, hM⟩
    by_contra hcurv
    have ht := localEnergy_diverges hV (hψ.of_le (by norm_num)) hnode hslope hcurv
    obtain ⟨x, hx1, hx2⟩ := (hM.and (ht.eventually_gt_atTop M)).exists
    exact absurd hx1 (not_le_of_gt hx2)
  · intro hcurv
    have ht := (localEnergy_tendsto hV hψ hnode hslope hcurv).abs
    exact ⟨_, ht.eventually_le_const (lt_add_one _)⟩
```

For a $C^3$ function with a simple node, the two cases combine into

$$E_L \text{ bounded near } c \iff \psi''(c) = 0.$$

The proof treats the two directions in turn. If $E_L$ were bounded by $M$ while $\psi''(c) \ne 0$, the divergence would supply a nearby point with $|E_L| > M$, a contradiction. Conversely, if $\psi''(c) = 0$, then $|E_L|$ has a finite limit and stays below that limit plus one near $c$.

## The condition on the Jastrow factor

```lean
/-- If `V` is continuous and `J` and `D` are `C^3` at a simple node `c` of `D`, the local energy of
`exp(J) D` is bounded near `c` if and only if `D''(c) + 2 J'(c) D'(c) = 0`. -/
theorem jastrow_localEnergy_bounded_iff {V J D : ℝ → ℝ} {c : ℝ} (hV : ContinuousAt V c)
    (hJ : ContDiffAt ℝ 3 J c) (hD : ContDiffAt ℝ 3 D c)
    (hnode : D c = 0) (hslope : deriv D c ≠ 0) :
    BoundedNear (localEnergy V (jastrowWave J D)) c ↔
      deriv (deriv D) c + 2 * deriv J c * deriv D c = 0 := by
  have hψ : ContDiffAt ℝ 3 (jastrowWave J D) c := hJ.exp.mul hD
  have h0 : jastrowWave J D c = 0 := by simp [jastrowWave, hnode]
  -- the Jastrow factor keeps the node simple
  have h1 : deriv (jastrowWave J D) c ≠ 0 := by
    rw [(hasDerivAt_jastrowWave (hJ.differentiableAt (by norm_num))
      (hD.differentiableAt (by norm_num))).deriv, hnode, mul_zero, zero_add]
    exact mul_ne_zero (Real.exp_ne_zero _) hslope
  rw [localEnergy_bounded_iff hV hψ h0 h1,
    deriv_deriv_jastrowWave (hJ.of_le (by norm_num)) (hD.of_le (by norm_num)),
    hnode, mul_zero, add_zero, mul_eq_zero]
  exact or_iff_right (Real.exp_ne_zero _)
```

With $D(c) = 0$ and $D'(c) \ne 0$, the product formulas give

$$\psi(c) = 0,\qquad \psi'(c) = e^{J(c)}D'(c) \ne 0,\qquad \psi''(c) = e^{J(c)}\left[D''(c) + 2J'(c)D'(c)\right].$$

The node remains simple, so the previous criterion applies. The exponential is never zero, so $\psi''(c) = 0$ exactly when $D''(c) + 2J'(c)D'(c) = 0$. The proof checks $\psi(c) = 0$ and $\psi'(c) \ne 0$ as `h0` and `h1`, then rewrites the criterion with the formula for $\psi''$. For $V = 0$ the local energy is $-\frac12\psi''/\psi$, so the same condition decides whether $\psi''/\psi$ itself is bounded.

In variational Monte Carlo, where the local energy is averaged over sampled positions, this identifies the Jastrow slopes that avoid a divergence at a simple node of a one-dimensional trial function. The theorem treats one node at a time. It does not cover nodal surfaces in several dimensions, nodes with $D'(c) = 0$, or a potential that is singular at the node.

```lean
/-- Let `V` be continuous and `D` be `C^3` at a simple node `c` of `D`. For the linear Jastrow
exponent `J(x) = b x`, the local energy of `exp(J) D` near `c` is bounded if and only if `b =
-D''(c) / (2 D'(c))`. -/
theorem linear_jastrow_bounded_iff {V D : ℝ → ℝ} {c : ℝ} (b : ℝ) (hV : ContinuousAt V c)
    (hD : ContDiffAt ℝ 3 D c) (hnode : D c = 0) (hslope : deriv D c ≠ 0) :
    BoundedNear (localEnergy V (jastrowWave (fun x => b * x) D)) c ↔
      b = -deriv (deriv D) c / (2 * deriv D c) := by
  have hJ : ContDiffAt ℝ 3 (fun x : ℝ => b * x) c :=
    (contDiff_const.mul contDiff_id).contDiffAt
  have hb : deriv (fun x : ℝ => b * x) c = b := by
    rw [((hasDerivAt_id' c).const_mul b).deriv, mul_one]
  rw [jastrow_localEnergy_bounded_iff hV hJ hD hnode hslope, hb,
    eq_div_iff (mul_ne_zero two_ne_zero hslope)]
  constructor <;> intro h <;> linarith

end

end LocalEnergyAtNodes
```

For $J(x) = bx$ we have $J'(c) = b$, and the condition $D''(c) + 2bD'(c) = 0$ can be solved because $D'(c) \ne 0$:

$$b = -\frac{D''(c)}{2D'(c)}.$$

Exactly one value of this parameter keeps the local energy bounded near the given node. In the proof, `hb` computes the derivative of $bx$, `eq_div_iff` clears the denominator, and `linarith` rearranges the linear equation in both directions.

```lean
#print axioms LocalEnergyAtNodes.jastrow_localEnergy_bounded_iff
#print axioms LocalEnergyAtNodes.linear_jastrow_bounded_iff
```

```
'LocalEnergyAtNodes.jastrow_localEnergy_bounded_iff' depends on axioms: [propext, Classical.choice, Quot.sound]
'LocalEnergyAtNodes.linear_jastrow_bounded_iff' depends on axioms: [propext, Classical.choice, Quot.sound]
```
